# Virial estimator for a ring of beads in a potential of quadratic growth

For a closed ring of \(N\ge 1\) beads at positions \(x_j\in\mathbb R\), at inverse temperature \(\beta>0\),

\[
\frac{N}{2\beta}-\langle E\rangle=\frac{1}{2N}\Big\langle\sum_j x_jV'(x_j)\Big\rangle ,
\qquad E(x)=\frac k2\sum_j(x_j-x_{j+1})^2 .
\]

Here \(k\ge 0\) is the spring constant, and the external potential \(V\) is continuously differentiable with \(V(y)\ge ay^2-b\) for some \(a>0\) and \(|V'(y)|\le c(1+|y|)\). The average has weight \(w=e^{-\beta S}\), where \(S(x)=E(x)+\frac1N\sum_jV(x_j)\).

## Two estimators of one kinetic energy

In the discretised path integral for a quantum particle of mass \(m\), the beads are imaginary-time slices and the springs represent the kinetic energy operator, with \(k=mN/(\beta^2\hbar^2)\). The left side is then the mean of the primitive estimator of the kinetic energy, \(N/(2\beta)-E(x)\), and the right side is the mean of the virial estimator, \(\frac1{2N}\sum_jx_jV'(x_j)\). For one particle in one dimension, and under the growth conditions on \(V\), a simulation may therefore average either quantity: their exact means agree at every finite \(N\).

The constant \(a\) measures the confinement that keeps the ring from drifting away, \(b\) allows for a shift of the energy zero, and \(c\) limits how fast the force grows.

## Scaling the ring

Write \(W(x)=\sum_jx_jV'(x_j)\) and \(D=2E+W/N\). Multiply all positions by \(t>0\). Since \(E(tx)=t^2E(x)\),

\[
\frac{d}{dt}S(tx)=2tE(x)+\frac1N\sum_jx_jV'(tx_j)=\frac{D(tx)}{t}.
\]

Let \(Z=\int w(x)\,dx\). The substitution \(y=tx\) gives

\[
\int w(tx)\,dx=t^{-N}Z .
\]

Differentiating both sides at \(t=1\) yields

\[
-\beta\int D\,w\,dx=-NZ,\qquad\text{so}\qquad 2\langle E\rangle+\frac{\langle W\rangle}{N}=\frac N\beta .
\]

Halving this and rearranging gives the result.

## Why the derivative may enter the integral

Let \(r^2=\sum_jx_j^2\). From \((x_j-x_{j+1})^2\le 4r^2\) and \(|x_jV'(x_j)|\le c(|x_j|+x_j^2)\le 2c(1+r^2)\) it follows that

\[
|E|\le 2kN(1+r^2),\qquad |W|\le 2cN(1+r^2),
\]

and hence \(|D|\le C(1+r^2)\) with \(C=4kN+2c\).

The springs have non-negative energy, so \(S\ge ar^2/N-b\). With \(q=\beta a/(2N)\) this reads \(w\le e^{\beta b}e^{-2qr^2}\). Also

\[
(1+1/q)e^{qr^2}\ge(1+1/q)(1+qr^2)\ge 1+r^2 ,
\]

so half of the Gaussian decay absorbs the quadratic growth:

\[
|D\,w|\le C(1+1/q)e^{\beta b}e^{-qr^2}.
\]

For \(t>1/2\), the \(t\)-derivative of \(w(tx)\) is \(-\beta D(tx)w(tx)/t\). Its size is at most \(2\beta C(1+1/q)e^{\beta b}e^{-qr^2/4}\), an integrable function independent of \(t\). This justifies the differentiation.

## The statement in Lean

A configuration is a function `Fin N → ℝ`. Addition in `Fin N` wraps around, so `j + 1` closes the ring. For \(N=1\) the spring energy vanishes; for \(N=2\) the same pair is joined by two springs.

`springEnergy`, `virial`, `dilationSlope`, `action` and `weight` are \(E\), \(W\), \(D\), \(S\) and \(w\). Despite its name, `action` is an energy: with the path-integral value of \(k\), the discretised Euclidean action is \(\beta\hbar S\). `thermalAvg` is the ratio of two Lebesgue integrals, and `IsConfining V a b c` collects the conditions on \(V\). The theorem `virial_estimator` states the opening identity for each fixed \(\beta\) and \(k\), so a \(k\) that depends on \(\beta\) and \(N\) may be inserted.

The model has one coordinate per bead and no particle exchange, and the limit \(N\to\infty\) is not treated. The force bound excludes a quartic well, and the lower bound excludes potentials that level off at large distance.

The average could also have been modelled as an expectation under a normalised probability measure with density \(w/Z\). The values would be the same, and general results on variances would apply directly, but normalisation would have to be established first and the scaling argument would need a translation back to Lebesgue integrals.

```lean
import Mathlib

open MeasureTheory

namespace PathIntegralVirial

noncomputable section

variable {N : ℕ} [NeZero N] {β k a b c : ℝ} {V : ℝ → ℝ}

/-- Energy of the harmonic springs joining neighbouring beads of the closed ring. -/
def springEnergy (k : ℝ) (x : Fin N → ℝ) : ℝ := k / 2 * ∑ j, (x j - x (j + 1)) ^ 2

/-- Effective energy of the ring: springs plus the bead-averaged potential. -/
def action (k : ℝ) (V : ℝ → ℝ) (x : Fin N → ℝ) : ℝ := springEnergy k x + (∑ j, V (x j)) / N

/-- Virial of the external potential, summed over the beads. -/
def virial (V : ℝ → ℝ) (x : Fin N → ℝ) : ℝ := ∑ j, x j * deriv V (x j)

/-- Twice the spring energy plus the bead-averaged virial. -/
def dilationSlope (k : ℝ) (V : ℝ → ℝ) (x : Fin N → ℝ) : ℝ :=
  2 * springEnergy k x + virial V x / N

/-- Boltzmann weight of a ring configuration. -/
def weight (β k : ℝ) (V : ℝ → ℝ) (x : Fin N → ℝ) : ℝ := Real.exp (-β * action k V x)

/-- Thermal average of an observable over all ring configurations. -/
def thermalAvg (β k : ℝ) (V : ℝ → ℝ) (F : (Fin N → ℝ) → ℝ) : ℝ :=
  (∫ x, F x * weight β k V x) / ∫ x : Fin N → ℝ, weight β k V x

/-- A continuously differentiable potential that grows at least quadratically and whose
force grows at most linearly. -/
structure IsConfining (V : ℝ → ℝ) (a b c : ℝ) : Prop where
  smooth : ContDiff ℝ 1 V
  pos : 0 < a
  lower : ∀ y, a * y ^ 2 - b ≤ V y
  force : ∀ y, |deriv V y| ≤ c * (1 + |y|)

/-- Rate of change of the action when the whole ring is scaled by a factor `t`. -/
theorem action_dilation (hV : Differentiable ℝ V) (x : Fin N → ℝ) {t : ℝ} (ht : t ≠ 0) :
    HasDerivAt (fun s : ℝ => action k V (s • x)) (dilationSlope k V (t • x) / t) t := by
  have hp : ∀ j, HasDerivAt (fun s : ℝ => V (s * x j)) (deriv V (t * x j) * x j) t := by
    intro j
    have h := (hV (t * x j)).hasDerivAt.comp t ((hasDerivAt_id' t).mul_const (x j))
    exact h.congr_deriv (by simp)
  have hs : ∀ s : ℝ, springEnergy k (s • x) = s ^ 2 * springEnergy k x := by
    intro s
    simp only [springEnergy, Pi.smul_apply, smul_eq_mul, Finset.mul_sum]
    exact Finset.sum_congr rfl fun j _ => by ring
  have hv : virial V (t • x) = t * ∑ j, deriv V (t * x j) * x j := by
    simp only [virial, Pi.smul_apply, smul_eq_mul, Finset.mul_sum]
    exact Finset.sum_congr rfl fun j _ => by ring
  have e : (fun s : ℝ => action k V (s • x))
      = fun s => s ^ 2 * springEnergy k x + (∑ j, V (s * x j)) / N := by
    funext s
    simp only [action, hs, Pi.smul_apply, smul_eq_mul]
  rw [e]
  refine HasDerivAt.congr_deriv (((hasDerivAt_pow 2 t).mul_const (springEnergy k x)).fun_add
    ((HasDerivAt.fun_sum (u := Finset.univ) fun j _ => hp j).div_const (N : ℝ))) ?_
  rw [dilationSlope, hs, hv, eq_div_iff ht, show 2 - 1 = 1 from rfl]
  push_cast
  ring

/-- Spring energy and virial grow at most quadratically with the bead positions. -/
theorem growth (hk : 0 ≤ k) (hV : IsConfining V a b c) (x : Fin N → ℝ) :
    |springEnergy k x| ≤ k / 2 * (N * (4 * (1 + ∑ j, x j ^ 2))) ∧
      |virial V x| ≤ N * (c * (2 * (1 + ∑ j, x j ^ 2))) := by
  have S : ∀ (f : Fin N → ℝ) (D : ℝ), (∀ j, |f j| ≤ D) → |∑ j, f j| ≤ N * D := by
    intro f D h
    refine (Finset.abs_sum_le_sum_abs _ _).trans ((Finset.sum_le_sum fun j _ => h j).trans ?_)
    simp
  have hc : ∀ l, x l ^ 2 ≤ ∑ j, x j ^ 2 := fun l =>
    Finset.single_le_sum (f := fun j => x j ^ 2) (fun j _ => sq_nonneg _) (Finset.mem_univ l)
  have c0 : 0 ≤ c := by simpa using (abs_nonneg _).trans (hV.force 0)
  constructor
  · rw [springEnergy, abs_mul, abs_of_nonneg (show 0 ≤ k / 2 by positivity)]
    refine mul_le_mul_of_nonneg_left (S _ _ fun j => ?_) (by positivity)
    rw [abs_of_nonneg (sq_nonneg _)]
    nlinarith [hc j, hc (j + 1), sq_nonneg (x j + x (j + 1))]
  · refine S _ _ fun j => ?_
    have h1 := mul_le_mul_of_nonneg_left (hV.force (x j)) (abs_nonneg (x j))
    have h2 : |x j| * (1 + |x j|) ≤ 2 * (1 + ∑ j, x j ^ 2) := by
      nlinarith [hc j, sq_abs (x j), sq_nonneg (|x j| - 1)]
    have h3 := mul_le_mul_of_nonneg_left h2 c0
    rw [abs_mul]
    linarith

/-- A quantity of at most quadratic growth times the Boltzmann weight lies below a Gaussian. -/
theorem weight_bound (hβ : 0 < β) (hk : 0 ≤ k) (hV : IsConfining V a b c) {q C g : ℝ}
    (hq : q = β * a / N / 2) (x : Fin N → ℝ) (hg : |g| ≤ C * (1 + ∑ j, x j ^ 2)) :
    |g * weight β k V x|
      ≤ C * (1 + 1 / q) * Real.exp (β * b) * Real.exp (-q * ∑ j, x j ^ 2) := by
  have hN : (0 : ℝ) < N := Nat.cast_pos.mpr (NeZero.pos N)
  have ha := hV.pos
  have q0 : 0 < q := by rw [hq]; positivity
  have hm : a / N * ∑ j, x j ^ 2 - b ≤ action k V x := by
    have h1 : ∑ j, (a * x j ^ 2 - b) ≤ ∑ j, V (x j) := Finset.sum_le_sum fun j _ => hV.lower _
    have h2 : ∑ j, (a * x j ^ 2 - b) = (a / N * ∑ j, x j ^ 2 - b) * N := by
      rw [Finset.sum_sub_distrib, ← Finset.mul_sum]
      simp only [Finset.sum_const, Finset.card_univ, Fintype.card_fin, nsmul_eq_mul]
      field_simp
    have h3 : 0 ≤ springEnergy k x := by unfold springEnergy; positivity
    have h4 := (le_div_iff₀ hN).mpr (h2 ▸ h1)
    unfold action
    linarith
  have hs0 : 0 ≤ ∑ j, x j ^ 2 := Finset.sum_nonneg fun j _ => sq_nonneg _
  rw [abs_mul, abs_of_pos (show 0 < weight β k V x from Real.exp_pos _)]
  set s := ∑ j, x j ^ 2
  have C0 : 0 ≤ C := le_of_mul_le_mul_right
    (by rw [zero_mul]; exact (abs_nonneg g).trans hg) (show 0 < 1 + s by linarith)
  -- half of the Gaussian decay absorbs the quadratic growth
  have h1 : 1 + s ≤ (1 + 1 / q) * Real.exp (q * s) := by
    have h := mul_le_mul_of_nonneg_left (Real.add_one_le_exp (q * s))
      (show 0 ≤ 1 + 1 / q by positivity)
    have e : (1 + 1 / q) * (q * s + 1) = q * s + 1 + s + 1 / q := by field_simp; ring
    have : 0 ≤ q * s + 1 / q := by positivity
    linarith
  have h2 : weight β k V x ≤ Real.exp (β * b + -q * s + -q * s) := by
    refine Real.exp_le_exp.mpr ?_
    have h := mul_le_mul_of_nonneg_left hm hβ.le
    have e : 2 * (q * s) = β * (a / N * s) := by rw [hq]; ring
    linarith
  have h3 : Real.exp (q * s) * Real.exp (-q * s) = 1 := by rw [← Real.exp_add]; simp
  refine (mul_le_mul (hg.trans (mul_le_mul_of_nonneg_left h1 C0)) h2 (Real.exp_pos _).le
    (by positivity)).trans_eq ?_
  rw [Real.exp_add, Real.exp_add]
  linear_combination (C * (1 + 1 / q) * Real.exp (β * b) * Real.exp (-q * s)) * h3

omit [NeZero N] in
/-- An isotropic Gaussian of the bead positions is integrable. -/
theorem gaussian_integrable {q : ℝ} (hq : 0 < q) :
    Integrable (fun x : Fin N → ℝ => Real.exp (-q * ∑ j, x j ^ 2)) := by
  simp only [Finset.mul_sum, Real.exp_sum]
  rw [volume_pi]
  exact Integrable.fintype_prod (f := fun (_ : Fin N) (y : ℝ) => Real.exp (-q * y ^ 2))
    (fun _ => integrable_exp_neg_mul_sq hq)

/-- The Boltzmann weight depends continuously on the bead positions. -/
theorem weight_continuous (hV : Continuous V) :
    Continuous (weight β k V : (Fin N → ℝ) → ℝ) := by
  unfold weight action springEnergy
  fun_prop

/-- The partition function is finite and positive, and the spring energy and the virial have
finite Boltzmann integrals. -/
theorem finite_integrals (hβ : 0 < β) (hk : 0 ≤ k) (hV : IsConfining V a b c) :
    Integrable (fun x : Fin N → ℝ => weight β k V x) ∧
      0 < (∫ x : Fin N → ℝ, weight β k V x) ∧
      Integrable (fun x : Fin N → ℝ => springEnergy k x * weight β k V x) ∧
      Integrable (fun x : Fin N → ℝ => virial V x * weight β k V x) := by
  have hN : (0 : ℝ) < N := Nat.cast_pos.mpr (NeZero.pos N)
  have ha := hV.pos
  have I : ∀ (F : (Fin N → ℝ) → ℝ) (C : ℝ), Continuous F →
      (∀ x, |F x| ≤ C * (1 + ∑ j, x j ^ 2)) → Integrable (fun x => F x * weight β k V x) :=
    fun F C hF hC => ((gaussian_integrable (show 0 < β * a / N / 2 by positivity)).const_mul
      (C * (1 + 1 / (β * a / N / 2)) * Real.exp (β * b))).mono'
      (hF.mul (weight_continuous hV.smooth.continuous)).aestronglyMeasurable
      (ae_of_all _ fun x => weight_bound hβ hk hV rfl x (hC x))
  have hw : Integrable (fun x : Fin N → ℝ => weight β k V x) := by
    have h := I (fun _ => 1) 1 continuous_const fun x => by
      have : 0 ≤ ∑ j, x j ^ 2 := Finset.sum_nonneg fun j _ => sq_nonneg _
      rw [abs_one]; linarith
    simpa only [one_mul] using h
  have hvc : ∀ g : ℝ → ℝ, Continuous g → Continuous fun x : Fin N → ℝ => ∑ j, x j * g (x j) :=
    fun g hg => by fun_prop
  refine ⟨hw, ?_, I _ (k / 2 * (N * 4)) (by unfold springEnergy; fun_prop) fun x => ?_,
    I _ (N * (c * 2)) (hvc _ (contDiff_one_iff_deriv.mp hV.smooth).2) fun x => ?_⟩
  · have hu : Function.support (fun x : Fin N → ℝ => weight β k V x) = Set.univ :=
      Set.eq_univ_of_forall fun x => (Real.exp_pos _).ne'
    have h0 : 0 ≤ fun x : Fin N → ℝ => weight β k V x := fun x => (Real.exp_pos _).le
    rw [integral_pos_iff_support_of_nonneg h0 hw, hu]
    exact isOpen_univ.measure_pos volume Set.univ_nonempty
  · exact (growth hk hV x).1.trans_eq (by ring)
  · exact (growth hk hV x).2.trans_eq (by ring)

/-- Virial theorem of the ring: `β` times the Boltzmann integral of twice the spring energy plus
the bead-averaged virial is `N` times the partition function. -/
theorem dilation_virial (hβ : 0 < β) (hk : 0 ≤ k) (hV : IsConfining V a b c) :
    β * (2 * (∫ x : Fin N → ℝ, springEnergy k x * weight β k V x)
      + (∫ x : Fin N → ℝ, virial V x * weight β k V x) / N)
      = N * ∫ x : Fin N → ℝ, weight β k V x := by
  have hN : (0 : ℝ) < N := Nat.cast_pos.mpr (NeZero.pos N)
  have ha := hV.pos
  obtain ⟨hw, _, hs, hv⟩ := finite_integrals (N := N) hβ hk hV
  obtain ⟨q, hq⟩ : ∃ q, q = β * a / N / 2 := ⟨_, rfl⟩
  have q0 : 0 < q := by rw [hq]; positivity
  obtain ⟨C, hC⟩ : ∃ C, ∀ x : Fin N → ℝ, |dilationSlope k V x| ≤ C * (1 + ∑ j, x j ^ 2) := by
    refine ⟨2 * (k / 2 * (N * 4)) + N * (c * 2) / N, fun x => ?_⟩
    obtain ⟨h1, h2⟩ := growth hk hV x
    have h3 := div_le_div_of_nonneg_right h2 hN.le
    have h4 := abs_add_le (2 * springEnergy k x) (virial V x / N)
    rw [abs_mul, abs_div, abs_two, abs_of_pos hN] at h4
    refine h4.trans ((add_le_add (mul_le_mul_of_nonneg_left h1 zero_le_two) h3).trans_eq ?_)
    ring
  have C0 : 0 ≤ C := by simpa using (abs_nonneg _).trans (hC 0)
  let F' : ℝ → (Fin N → ℝ) → ℝ := fun t x =>
    dilationSlope k V (t • x) * weight β k V (t • x) * (-β / t)
  have e : F' 1 = fun x => -β * (2 * (springEnergy k x * weight β k V x)
      + virial V x * weight β k V x / N) := by
    funext x
    simp only [F', one_smul, dilationSlope]
    ring
  have hb : ∀ (x : Fin N → ℝ), ∀ t ∈ Set.Ioi (1 / 2 : ℝ), ‖F' t x‖ ≤
      C * (1 + 1 / q) * Real.exp (β * b) * Real.exp (-(q / 4) * ∑ j, x j ^ 2) * (2 * β) := by
    intro x t ht
    have ht' : 1 / 2 < t := ht
    have t0 : 0 < t := by linarith
    have hs0 : 0 ≤ ∑ j, x j ^ 2 := Finset.sum_nonneg fun j _ => sq_nonneg _
    have hsq : ∑ j, (t • x) j ^ 2 = t ^ 2 * ∑ j, x j ^ 2 := by
      simp only [Pi.smul_apply, smul_eq_mul, mul_pow, Finset.mul_sum]
    have B := weight_bound hβ hk hV hq (t • x) (hC (t • x))
    rw [hsq] at B
    simp only [F']
    rw [norm_mul]
    refine mul_le_mul (B.trans (mul_le_mul_of_nonneg_left (Real.exp_le_exp.mpr ?_)
      (by positivity))) ?_ (norm_nonneg _) (by positivity)
    · have h : 0 ≤ t ^ 2 - 1 / 4 := by nlinarith
      nlinarith [mul_nonneg (mul_nonneg q0.le hs0) h]
    · rw [norm_div, norm_neg, Real.norm_of_nonneg hβ.le, Real.norm_of_nonneg t0.le,
        div_le_iff₀ t0]
      nlinarith [mul_pos hβ (sub_pos.2 ht')]
  have hd : ∀ (x : Fin N → ℝ), ∀ t ∈ Set.Ioi (1 / 2 : ℝ),
      HasDerivAt (fun s : ℝ => weight β k V (s • x)) (F' t x) t := by
    intro x t ht
    have ht' : 1 / 2 < t := ht
    have h := action_dilation (k := k) (contDiff_one_iff_deriv.mp hV.smooth).1 x
      (show t ≠ 0 by linarith)
    exact HasDerivAt.congr_deriv (h.const_mul (-β)).exp (by simp only [F', weight]; ring)
  -- differentiate the partition function of the scaled ring under the integral
  have key := (hasDerivAt_integral_of_dominated_loc_of_deriv_le (μ := volume)
    (F := fun (t : ℝ) (x : Fin N → ℝ) => weight β k V (t • x)) (F' := F')
    (Ioi_mem_nhds (show (1 / 2 : ℝ) < 1 by norm_num))
    (Filter.Eventually.of_forall fun t => ((weight_continuous hV.smooth.continuous).comp
      (continuous_const_smul t)).aestronglyMeasurable)
    (by simpa only [one_smul] using hw)
    (by rw [e]
        exact (((hs.const_mul 2).add (hv.div_const _)).const_mul (-β)).aestronglyMeasurable)
    (ae_of_all _ hb)
    (((gaussian_integrable (show 0 < q / 4 by positivity)).const_mul _).mul_const _)
    (ae_of_all _ hd)).2
  -- a change of variables shows that `t ^ N` times this function is constant near `t = 1`
  have hev : (fun t : ℝ => t ^ N * ∫ x : Fin N → ℝ, weight β k V (t • x))
      =ᶠ[nhds 1] fun _ => ∫ x : Fin N → ℝ, weight β k V x := by
    filter_upwards [Ioi_mem_nhds (show (0 : ℝ) < 1 by norm_num)] with t ht
    have t0 : 0 < t ^ N := pow_pos ht N
    rw [Measure.integral_comp_smul, Module.finrank_fin_fun, abs_of_pos (inv_pos.mpr t0),
      smul_eq_mul, mul_inv_cancel_left₀ t0.ne']
  have h := ((hasDerivAt_pow N (1 : ℝ)).fun_mul key).unique
    ((hasDerivAt_const (1 : ℝ) _).congr_of_eventuallyEq hev)
  rw [e, integral_const_mul, integral_add (hs.const_mul 2) (hv.div_const _),
    integral_const_mul, integral_div] at h
  simp only [one_smul, one_pow, mul_one, one_mul] at h
  linarith

/-- Path-integral virial estimator: `N / (2β)` minus the mean spring energy equals the mean
virial of the external potential divided by `2N`. -/
theorem virial_estimator (hβ : 0 < β) (hk : 0 ≤ k) (hV : IsConfining V a b c) :
    (N : ℝ) / (2 * β) - thermalAvg β k V (springEnergy (N := N) k)
      = thermalAvg β k V (virial (N := N) V) / (2 * N) := by
  have alg : ∀ A B Z n : ℝ, 0 < Z → β * (2 * A + B / n) = n * Z →
      n / (2 * β) - A / Z = B / Z / (2 * n) := by
    intro A B Z n hZ h
    have e : n / (2 * β) = (2 * A + B / n) / (2 * Z) := by
      rw [div_eq_div_iff (by positivity) (by positivity)]
      linear_combination (-2) * h
    rw [e]
    ring
  exact alg _ _ _ _ (finite_integrals hβ hk hV).2.1 (dilation_virial hβ hk hV)

/-- The harmonic potential with positive force constant `κ` is confining. -/
theorem isConfining_witness {κ : ℝ} (hκ : 0 < κ) :
    IsConfining (fun y => κ / 2 * y ^ 2) (κ / 2) 0 κ where
  smooth := by fun_prop
  pos := by positivity
  lower y := by simp
  force y := by
    have h : HasDerivAt (fun y : ℝ => κ / 2 * y ^ 2) (κ * y) y :=
      HasDerivAt.congr_deriv ((hasDerivAt_pow 2 y).const_mul (κ / 2))
        (by rw [show 2 - 1 = 1 from rfl]; push_cast; ring)
    rw [h.deriv, abs_mul, abs_of_pos hκ]
    nlinarith [abs_nonneg y]

end

end PathIntegralVirial
```

```lean
#print axioms PathIntegralVirial.virial_estimator
```

```
'PathIntegralVirial.virial_estimator' depends on axioms: [propext, Classical.choice, Quot.sound]
```

## How the proof follows the scaling argument

`action_dilation` computes the derivative of \(S(tx)\) by the chain rule. `growth` supplies the bounds on \(E\) and \(W\), and `weight_bound` combines such a bound with the Gaussian decay. `gaussian_integrable` factorises the Gaussian into one-dimensional integrals.

With the continuity of the weight from `weight_continuous`, `finite_integrals` shows that \(w\), \(Ew\) and \(Ww\) are integrable and that \(Z>0\). This matters because Lean assigns the value zero to the integral of a non-integrable function.

The central step is `dilation_virial`. There `hb` is the bound for \(t>1/2\), `hd` is the pointwise derivative, and `key` differentiates under the integral. The change of variables appears in `hev` as the statement that \(t^N\int w(tx)\,dx\) is constant near \(t=1\). The product rule and uniqueness of the derivative then give \(\beta\int D\,w\,dx=NZ\), with the integral split into its spring and virial parts.

`virial_estimator` divides by \(Z\) and rearranges. Finally, `isConfining_witness` checks that the harmonic potential \(\kappa y^2/2\) with \(\kappa>0\) satisfies the conditions, with \(a=\kappa/2\), \(b=0\) and \(c=\kappa\).
